# The mean-height estimate is an upper bound on the WKB integral of a positive, linearly tilted barrier

An electron tunnels between two electrodes through a thin insulating gap. A bias voltage, or a difference in work function, tilts the barrier, so its height above the electron's energy runs linearly from $p$ at one side to $q$ at the other. The leading WKB transmission factor depends on the integral of the square root of this height. A simple estimate replaces the tilted barrier by a flat one of height $(p+q)/2$. How large is the error, and what is its sign?

## The integral and its bound

Let the width be $d>0$, let $p,q>0$, and write
$$u(x)=p+(q-p)\frac{x}{d},\qquad I=\int_0^d\sqrt{u(x)}\,dx .$$
On $[0,d]$ the height $u$ is a weighted average of $p$ and $q$, hence positive, and
$$\frac{d}{dx}\,u\sqrt u=\frac32\,\frac{q-p}{d}\,\sqrt u .$$
Integrating from $0$ to $d$ gives
$$3(q-p)\,I=2d\,(q\sqrt q-p\sqrt p).$$
Multiply by $\sqrt p+\sqrt q$ and use
$$(\sqrt p+\sqrt q)(q\sqrt q-p\sqrt p)=(q-p)(p+\sqrt{pq}+q).$$
If $p\ne q$, the factor $q-p$ cancels, and
$$I=\frac{2d}{3}\,\frac{p+\sqrt{pq}+q}{\sqrt p+\sqrt q}.$$
If $p=q$, the integral is $d\sqrt p$, which the formula also gives.

For the comparison, put $a=\sqrt p$, $b=\sqrt q$, $s=a^2+b^2$ and $r=ab$. Then $(a+b)^2=s+2r$, and
$$\frac{p+q}{2}-\Big(\frac Id\Big)^2=\frac{9s(s+2r)-8(s+r)^2}{18(a+b)^2}.$$
The numerator is $s^2+2sr-8r^2=(s-2r)(s+4r)$, so
$$\frac{p+q}{2}-\Big(\frac Id\Big)^2=\frac{(a-b)^2(a^2+4ab+b^2)}{18(a+b)^2}.$$
This is zero for $p=q$ and positive otherwise. Since $I/d>0$, taking roots gives $I\le d\sqrt{(p+q)/2}$, with equality exactly when $p=q$.

## The barrier and its transmission factor in Lean

```lean
import Mathlib

open Real

namespace TiltedBarrierTunnelling

noncomputable section
```

The heights, the width and the position are real numbers, with no units attached.

```lean
/-- Height of the barrier above the particle's energy at position `x`, running linearly
from `p` at `x = 0` to `q` at `x = d`. -/
def barrier (p q d x : ℝ) : ℝ := p + (q - p) * (x / d)
```

Here `barrier p q d x` is $u(x)$, measured from the particle's energy. One could also carry a potential and an energy as separate parameters. Positivity would then become the condition that the energy lies below both ends of the potential, and the dependence on energy could be studied directly.

```lean
/-- The integral of the square root of the tilted barrier across its width. -/
def tunnelIntegral (p q d : ℝ) : ℝ := ∫ x in (0 : ℝ)..d, √(barrier p q d x)
```

This is $I$, defined as an actual integral, so the closed form has to be proved.

```lean
/-- The leading WKB transmission factor of the tilted barrier for a particle of mass `m`. -/
def wkbTransmission (m hbar p q d : ℝ) : ℝ :=
  exp (-(2 * √(2 * m) / hbar) * tunnelIntegral p q d)
```

For mass $m$ and reduced Planck constant `hbar`, this is $\exp(-2\sqrt{2m}\,I/\hbar)$. The expression is taken as a definition, not derived from the Schrödinger equation. It has no prefactor, and the model is one-dimensional, with constant mass and no image-charge rounding of the barrier.

## From the derivative to the closed form

```lean
/-- A barrier with positive heights at both ends is positive throughout its width. -/
theorem barrier_pos {p q d x : ℝ} (hp : 0 < p) (hq : 0 < q) (hd : 0 < d)
    (hx0 : 0 ≤ x) (hxd : x ≤ d) : 0 < barrier p q d x := by
  have ht0 : 0 ≤ x / d := div_nonneg hx0 hd.le
  have ht1 : x / d ≤ 1 := (div_le_one hd).2 hxd
  unfold barrier
  rcases le_total p q with h | h
  · nlinarith [mul_nonneg (sub_nonneg.2 h) ht0]
  · nlinarith [mul_nonneg (sub_nonneg.2 h) (sub_nonneg.2 ht1)]
```

The proof treats rising and falling barriers separately; the results hold for both.

```lean
/-- Where the barrier is positive, its three-halves power has derivative three halves of
the slope times the square root of the barrier. -/
theorem hasDerivAt_barrier_mul_sqrt {p q d x : ℝ} (hx : 0 < barrier p q d x) :
    HasDerivAt (fun y => barrier p q d y * √(barrier p q d y))
      (3 / 2 * ((q - p) / d) * √(barrier p q d x)) x := by
  have hb : HasDerivAt (fun y => barrier p q d y) ((q - p) / d) x := by
    unfold barrier
    have h := (((hasDerivAt_id' x).div_const d).const_mul (q - p)).const_add p
    exact h.congr_deriv (by ring)
  have hpos := Real.sqrt_pos.2 hx
  have hsq := Real.mul_self_sqrt hx.le
  have key : barrier p q d x / (2 * √(barrier p q d x)) = √(barrier p q d x) / 2 := by
    rw [div_eq_div_iff (mul_pos two_pos hpos).ne' two_ne_zero]
    linear_combination (-2) * hsq
  refine (hb.fun_mul (hb.sqrt hx.ne')).congr_deriv ?_
  linear_combination ((q - p) / d) * key
```

This is the derivative of $u\sqrt u$, by the product rule. The auxiliary identity `key` is $u/(2\sqrt u)=\sqrt u/2$.

```lean
/-- For a flat barrier the integral is the width times the square root of the height. -/
theorem tunnelIntegral_flat (p d : ℝ) : tunnelIntegral p p d = d * √p := by
  simp [tunnelIntegral, barrier]

/-- Closed form of the integral of the square root of a linearly tilted barrier with positive
end-point heights. -/
theorem tunnelIntegral_eq {p q d : ℝ} (hp : 0 < p) (hq : 0 < q) (hd : 0 < d) :
    tunnelIntegral p q d = 2 * d / 3 * (p + √(p * q) + q) / (√p + √q) := by
  have ha := Real.mul_self_sqrt hp.le
  have hb := Real.mul_self_sqrt hq.le
  have hab : √p + √q ≠ 0 := (add_pos (Real.sqrt_pos.2 hp) (Real.sqrt_pos.2 hq)).ne'
  rw [Real.sqrt_mul hp.le, eq_div_iff hab]
  rcases eq_or_ne p q with rfl | hpq
  · linear_combination (√p + √p) * tunnelIntegral_flat p d + 4 * d / 3 * ha
  · -- the fundamental theorem of calculus for the three-halves power
    have h : 3 / 2 * ((q - p) / d) * tunnelIntegral p q d = q * √q - p * √p := by
      have hint : IntervalIntegrable
          (fun x => 3 / 2 * ((q - p) / d) * √(barrier p q d x))
          MeasureTheory.volume 0 d := by
        apply Continuous.intervalIntegrable
        unfold barrier
        fun_prop
      have hftc := intervalIntegral.integral_eq_sub_of_hasDerivAt
        (f := fun y => barrier p q d y * √(barrier p q d y)) (fun x hx => by
          rw [Set.uIcc_of_le hd.le] at hx
          exact hasDerivAt_barrier_mul_sqrt (barrier_pos hp hq hd hx.1 hx.2)) hint
      have h0 : barrier p q d 0 = p := by simp [barrier]
      have h1 : barrier p q d d = q := by
        unfold barrier
        rw [div_self hd.ne']
        ring
      rw [intervalIntegral.integral_const_mul] at hftc
      simp only [h0, h1] at hftc
      exact hftc
    have hdd : d * d⁻¹ = 1 := mul_inv_cancel₀ hd.ne'
    have bal : 3 * (q - p) * tunnelIntegral p q d = 2 * d * (q * √q - p * √p) := by
      linear_combination 2 * d * h - 3 * (q - p) * tunnelIntegral p q d * hdd
    -- the nonzero height difference cancels
    apply mul_left_cancel₀ (sub_ne_zero.2 hpq.symm)
    linear_combination (√p + √q) / 3 * bal + 2 * d / 3 * (q * hb - p * ha)
```

The flat case is split off first. Otherwise `h` is the fundamental theorem of calculus, with integrability supplied by continuity, and `bal` is the same equation with $d$ cleared. The last two lines cancel $q-p$ and carry out the multiplication by $\sqrt p+\sqrt q$.

```lean
/-- For positive end-point heights, the integral equals the width times the average of the end-point
square roots, plus an explicit correction quadratic in their difference. -/
theorem tunnelIntegral_eq_endpoint_average {p q d : ℝ}
    (hp : 0 < p) (hq : 0 < q) (hd : 0 < d) :
    tunnelIntegral p q d =
      d * (√p + √q) / 2 + d * (√p - √q) ^ 2 / (6 * (√p + √q)) := by
  rw [tunnelIntegral_eq hp hq hd]
  obtain ⟨a, ha, rfl⟩ : ∃ a, 0 < a ∧ p = a ^ 2 :=
    ⟨√p, Real.sqrt_pos.2 hp, (Real.sq_sqrt hp.le).symm⟩
  obtain ⟨b, hb, rfl⟩ : ∃ b, 0 < b ∧ q = b ^ 2 :=
    ⟨√q, Real.sqrt_pos.2 hq, (Real.sq_sqrt hq.le).symm⟩
  rw [Real.sqrt_mul hp.le, Real.sqrt_sq ha.le, Real.sqrt_sq hb.le]
  have hab : a + b ≠ 0 := (add_pos ha hb).ne'
  field_simp
  ring
```

The average of the end-point roots is therefore too small unless $p=q$. The proof substitutes $p=a^2$, $q=b^2$ and leaves an identity of rational functions, as does the next one.

```lean
/-- For positive end-point heights, the mean barrier height minus the square of the
position-averaged square root of the barrier, in closed form. -/
theorem mean_barrier_defect {p q d : ℝ} (hp : 0 < p) (hq : 0 < q) (hd : 0 < d) :
    (p + q) / 2 - (tunnelIntegral p q d / d) ^ 2 =
      (√p - √q) ^ 2 * (p + 4 * √(p * q) + q) / (18 * (√p + √q) ^ 2) := by
  rw [tunnelIntegral_eq hp hq hd]
  obtain ⟨a, ha, rfl⟩ : ∃ a, 0 < a ∧ p = a ^ 2 :=
    ⟨√p, Real.sqrt_pos.2 hp, (Real.sq_sqrt hp.le).symm⟩
  obtain ⟨b, hb, rfl⟩ : ∃ b, 0 < b ∧ q = b ^ 2 :=
    ⟨√q, Real.sqrt_pos.2 hq, (Real.sq_sqrt hq.le).symm⟩
  rw [Real.sqrt_mul hp.le, Real.sqrt_sq ha.le, Real.sqrt_sq hb.le]
  have hab : a + b ≠ 0 := (add_pos ha hb).ne'
  have hd0 : d ≠ 0 := hd.ne'
  field_simp
  ring
```

## The bound and its effect on transmission

```lean
/-- For unequal positive end-point heights the integral lies strictly below the mean-barrier
estimate. -/
theorem tunnelIntegral_lt_mean {p q d : ℝ} (hp : 0 < p) (hq : 0 < q) (hd : 0 < d)
    (hpq : p ≠ q) : tunnelIntegral p q d < d * √((p + q) / 2) := by
  have hne : √p - √q ≠ 0 := fun h =>
    hpq ((Real.sqrt_inj hp.le hq.le).1 (sub_eq_zero.1 h))
  have hsq : 0 < (√p - √q) ^ 2 := lt_of_le_of_ne (sq_nonneg _) (pow_ne_zero 2 hne).symm
  have hdef : 0 < (p + q) / 2 - (tunnelIntegral p q d / d) ^ 2 := by
    rw [mean_barrier_defect hp hq hd]
    exact div_pos (mul_pos hsq (by positivity)) (by positivity)
  have hpos : 0 < tunnelIntegral p q d := by
    rw [tunnelIntegral_eq hp hq hd]
    positivity
  have hlt : tunnelIntegral p q d / d < √((p + q) / 2) :=
    (Real.lt_sqrt (div_pos hpos hd).le).2 (sub_pos.1 hdef)
  rw [div_lt_iff₀ hd] at hlt
  linarith
```

Unequal heights make the squared difference of roots positive, hence also the defect `hdef`. `Real.lt_sqrt` then takes the root, and multiplying by $d$ finishes the proof.

```lean
/-- For positive end-point heights, the integral of the square root of the barrier is at most the
mean-barrier estimate, with equality exactly when the two end-point heights agree. -/
theorem tunnelIntegral_le_mean {p q d : ℝ} (hp : 0 < p) (hq : 0 < q) (hd : 0 < d) :
    tunnelIntegral p q d ≤ d * √((p + q) / 2) ∧
      (tunnelIntegral p q d = d * √((p + q) / 2) ↔ p = q) := by
  rcases eq_or_ne p q with rfl | hpq
  · have he : tunnelIntegral p p d = d * √((p + p) / 2) := by
      rw [tunnelIntegral_flat, add_self_div_two]
    exact ⟨he.le, fun _ => rfl, fun _ => he⟩
  · have hlt := tunnelIntegral_lt_mean hp hq hd hpq
    exact ⟨hlt.le, fun h => absurd h hlt.ne, fun h => absurd h hpq⟩
```

The first part is the bound, the second its equality case. Positivity of both heights matters. With $p=1$ and $q=-1$, the particle is in a forbidden region only for $x<d/2$. Lean's square root is zero at negative arguments, so the integral covers just that region and equals $d/3$, while the mean-barrier estimate is $0$.

```lean
/-- For positive end-point heights, a flat barrier of the mean height has a smaller WKB transmission
factor than the tilted barrier exactly when the end-point heights differ. -/
theorem mean_transmission_lt_iff {m hbar p q d : ℝ} (hm : 0 < m) (hh : 0 < hbar)
    (hp : 0 < p) (hq : 0 < q) (hd : 0 < d) :
    wkbTransmission m hbar ((p + q) / 2) ((p + q) / 2) d < wkbTransmission m hbar p q d
      ↔ p ≠ q := by
  constructor
  · intro h hpq
    subst hpq
    rw [add_self_div_two] at h
    exact lt_irrefl _ h
  · intro hpq
    have hc : 0 < 2 * √(2 * m) / hbar := by positivity
    have hlt := mul_lt_mul_of_pos_left (tunnelIntegral_lt_mean hp hq hd hpq) hc
    unfold wkbTransmission
    rw [tunnelIntegral_flat, Real.exp_lt_exp, neg_mul, neg_mul]
    exact neg_lt_neg hlt

end

end TiltedBarrierTunnelling
```

For positive $m$ and $\hbar$, a larger integral means a smaller exponential. Within this one-dimensional, leading-order WKB model, a tunnelling current estimated from the mean barrier height thus starts from too small a transmission factor whenever the barrier is tilted and its height is positive at both ends.

```lean
#print axioms TiltedBarrierTunnelling.tunnelIntegral_eq_endpoint_average
#print axioms TiltedBarrierTunnelling.tunnelIntegral_le_mean
#print axioms TiltedBarrierTunnelling.mean_transmission_lt_iff
```

```
'TiltedBarrierTunnelling.tunnelIntegral_eq_endpoint_average' depends on axioms: [propext, Classical.choice, Quot.sound]
'TiltedBarrierTunnelling.tunnelIntegral_le_mean' depends on axioms: [propext, Classical.choice, Quot.sound]
'TiltedBarrierTunnelling.mean_transmission_lt_iff' depends on axioms: [propext, Classical.choice, Quot.sound]
```
